# A density matrix of a single determinant plus a nonzero first-order change has occupations below 0 and above 1

## Does a first-order density step always break the Pauli bounds?

I describe the first-order change of a density matrix by a condition on the matrix itself, without choosing orbitals or a rotation generator. Let $P$ be the density matrix of a single determinant in an orthonormal spin-orbital basis, so that $P$ is Hermitian and $P^2=P$. If $P$ moves along a smooth path of such matrices, differentiating $P^2=P$ shows that its derivative $X$ is Hermitian and satisfies
$$PX+XP=X.$$

The claim is that the straight step $P+X$ is never an acceptable density matrix unless $X=0$: some of its occupations are negative, and others exceed 1. I would like to see this argued rigorously for matrices of any finite size, with the proof checked by machine. Does it hold for every nonzero $X$, or only for large ones?

## Yes, for every nonzero step that satisfies the linearised condition

The choice of $PX+XP=X$ as the definition of a first-order change carries over directly to Lean, where it is one field of a structure. The condition is linear in $X$, so if $X$ satisfies it, so does $tX$ for every real $t$. The result therefore applies to steps of every nonzero length, and shortening the step makes the violation smaller without removing it.

For mean-field electronic structure in a finite orthonormal basis, this means that a determinant density extrapolated along a nonzero first-order change is not the density matrix of any electronic state.

### A trial vector with negative occupation

The failure of idempotency comes from expanding the square:
$$(P+X)^2-(P+X)=(P^2-P)+(PX+XP-X)+X^2=X^2.$$
The defect is thus of second order in the step.

To find a negative occupation, take a virtual vector $v$, meaning $Pv=0$, and write $y=Xv$. Applying the linearised condition to $v$ gives
$$Py+X(Pv)=y,\qquad\text{so}\qquad Py=y.$$
The vector $y$ is occupied. Applying the condition to $y$ gives
$$P(Xy)+X(Py)=Xy,\qquad\text{so}\qquad P(Xy)=0.$$
The vector $Xy$ is virtual again. In other words, $X$ maps virtual vectors to occupied ones and occupied vectors to virtual ones.

Now let $w=v-y$. Then
$$(P+X)w=Pv-Py+Xv-Xy=0-y+y-Xy=-Xy.$$
With the inner product $\langle a,b\rangle=a^\dagger b$, the expectation value is
$$\langle w,(P+X)w\rangle=-\langle v,Xy\rangle+\langle y,Xy\rangle.$$
The last term vanishes because $y$ is occupied and $Xy$ is virtual: $\langle y,Xy\rangle=\langle Py,Xy\rangle=\langle y,P(Xy)\rangle=0$. In the first term, $X$ is Hermitian, so $\langle v,Xy\rangle=\langle Xv,y\rangle=\|y\|^2$. Hence
$$\langle w,(P+X)w\rangle=-\|Xv\|^2.$$

The vector $w$ is not normalised. Since $v$ and $y$ are orthogonal, $\|w\|^2=\|v\|^2+\|Xv\|^2$. For a unit vector $v$, the occupation of the normalised trial orbital is therefore
$$-\frac{\|Xv\|^2}{1+\|Xv\|^2}.$$

This is negative as soon as $Xv\neq0$, and such a virtual $v$ exists whenever $X\neq0$. Suppose that $X$ annihilated every virtual vector. Every vector $(1-P)u$ is virtual, so $X(1-P)=0$ and $X=XP$. The linearised condition then leaves $PX=0$. Taking the adjoint gives $XP=0$, and therefore $X=0$, a contradiction.

### The upper bound by exchanging particles and holes

The hole density $1-P$ is also a Hermitian idempotent, and $-X$ is a first-order change of it:
$$(1-P)(-X)+(-X)(1-P)=-2X+PX+XP=-X.$$
The argument above therefore applies to $(1-P)+(-X)=1-P-X$, which cannot be positive semidefinite either.

A Hermitian matrix with a negative expectation value has a negative eigenvalue. For $P+X$, this is an occupation below 0. For the hole density, it means $(1-P-X)w=\mu w$ with $\mu<0$ and $w\neq0$, where $w$ now denotes the eigenvector. Rearranging gives $(P+X)w=(1-\mu)w$, an occupation above 1.

The smallest example has one occupied and one virtual orbital, coupled by a complex number $z\neq0$:
$$P=\begin{pmatrix}1&0\\0&0\end{pmatrix},\qquad X=\begin{pmatrix}0&z\\ \bar z&0\end{pmatrix}.$$
A direct calculation, separate from the Lean file, gives the occupations $\tfrac12\bigl(1\pm\sqrt{1+4|z|^2}\bigr)$. For small $z$ they are approximately $1+|z|^2$ and $-|z|^2$.

### What the Lean theorems say

The type `n` labels a finite orthonormal basis of spin orbitals, and `Matrix n n ℂ` holds the complex matrices in that basis. Real symmetric matrices are included by regarding their entries as complex. The structure `IsDensityStep P X` collects four conditions: `hermP` and `hermX` say that the two matrices are Hermitian, `idem` is $P^2=P$, and `tangent` is $PX+XP=X$.

The expression `A *ᵥ v` is a matrix acting on a vector, and `star a ⬝ᵥ b` is the inner product $\langle a,b\rangle$, conjugate-linear in its first argument. `PosSemidef` means Hermitian with nonnegative expectation values. Since $P+X$ and $1-P-X$ are Hermitian here, failing to be positive semidefinite really does mean having a negative expectation value.

The main statements are these:

- `idempotency_defect` gives $(P+X)^2-(P+X)=X^2$, with no assumption that $X$ is nonzero.
- `posSemidef_iff_eq_zero` says that $P+X$ is positive semidefinite exactly when $X=0$.
- `linear_step_violates_pauli_bounds` says that for $X\neq0$ neither $P+X$ nor $1-P-X$ is positive semidefinite.
- `occupations_below_zero_and_above_one` provides, for $X\neq0$, a real eigenvalue below 0 and one above 1, each with a nonzero eigenvector.
- `isDensityStep_witness` confirms that the two-level example meets all the conditions with a nonzero $X$.

Occupations are counted per spin orbital, with bounds 0 and 1. A closed-shell spatial density with occupations 0 and 2 must be halved first. The linearised condition is a hypothesis: the file does not derive it from a path of densities or from a response equation. Fractional occupations in the starting density, nonorthogonal bases and infinite-dimensional spaces are not covered. If all orbitals are occupied, or none are, the conditions force $X=0$ and the statements about nonzero steps have nothing to act on.

```lean
import Mathlib

open Matrix
open scoped ComplexOrder

namespace LinearStepPauliBounds

variable {n : Type*} [Fintype n] [DecidableEq n]

/-- `P` is a Hermitian idempotent density matrix and `X` is a Hermitian first-order change
of it, obeying the linearised idempotency condition `P X + X P = X`. -/
structure IsDensityStep (P X : Matrix n n ℂ) : Prop where
  hermP : P.IsHermitian
  idem : P * P = P
  hermX : X.IsHermitian
  tangent : P * X + X * P = X

omit [DecidableEq n] in
/-- A Hermitian matrix can be moved from one side of the inner product to the other. -/
theorem hermitian_move {A : Matrix n n ℂ} (hA : A.IsHermitian) (a b : n → ℂ) :
    star (A *ᵥ a) ⬝ᵥ b = star a ⬝ᵥ (A *ᵥ b) := by
  rw [Matrix.star_mulVec, hA.eq, ← Matrix.dotProduct_mulVec]

/-- Particle-hole exchange: if `X` is a first-order change of the density `P`, then `-X` is
a first-order change of the hole density `1 - P`. -/
theorem IsDensityStep.hole {P X : Matrix n n ℂ} (h : IsDensityStep P X) :
    IsDensityStep (1 - P) (-X) where
  hermP := Matrix.isHermitian_one.sub h.hermP
  idem := by
    rw [sub_mul, one_mul, mul_sub, mul_one, h.idem, sub_self, sub_zero]
  hermX := h.hermX.neg
  tangent := by
    linear_combination (norm := noncomm_ring) h.tangent

/-- The linear step `P + X` fails to be idempotent by exactly `X²`. -/
theorem idempotency_defect {P X : Matrix n n ℂ} (h : IsDensityStep P X) :
    (P + X) * (P + X) - (P + X) = X * X := by
  linear_combination (norm := noncomm_ring) h.idem + h.tangent

/-- For a virtual orbital `v`, the expectation value of `P + X` in the unnormalised orbital
`v - X v` is minus the squared norm of `X v`. -/
theorem virtual_expectation {P X : Matrix n n ℂ} (h : IsDensityStep P X)
    {v : n → ℂ} (hv : P *ᵥ v = 0) :
    star (v - X *ᵥ v) ⬝ᵥ ((P + X) *ᵥ (v - X *ᵥ v)) = -(star (X *ᵥ v) ⬝ᵥ (X *ᵥ v)) := by
  have key : ∀ u : n → ℂ, P *ᵥ (X *ᵥ u) + X *ᵥ (P *ᵥ u) = X *ᵥ u := by
    intro u
    rw [Matrix.mulVec_mulVec, Matrix.mulVec_mulVec, ← Matrix.add_mulVec, h.tangent]
  -- `X` sends the virtual orbital `v` to an occupied one
  have hPy : P *ᵥ (X *ᵥ v) = X *ᵥ v := by
    have e := key v
    rwa [hv, Matrix.mulVec_zero, add_zero] at e
  -- and a second application of `X` leads back to the virtual space
  have hPXy : P *ᵥ (X *ᵥ (X *ᵥ v)) = 0 := by
    have e := key (X *ᵥ v)
    rw [hPy] at e
    exact add_right_cancel (e.trans (zero_add _).symm)
  have hD : (P + X) *ᵥ (v - X *ᵥ v) = -(X *ᵥ (X *ᵥ v)) := by
    rw [Matrix.add_mulVec, Matrix.mulVec_sub, Matrix.mulVec_sub, hv, hPy]
    abel
  -- occupied and virtual orbitals are orthogonal
  have hz : star (X *ᵥ v) ⬝ᵥ (X *ᵥ (X *ᵥ v)) = 0 := by
    have e := hermitian_move h.hermP (X *ᵥ v) (X *ᵥ (X *ᵥ v))
    rwa [hPy, hPXy, dotProduct_zero] at e
  rw [hD, star_sub, sub_dotProduct, dotProduct_neg, dotProduct_neg, hz,
    hermitian_move h.hermX v (X *ᵥ v)]
  ring

/-- A nonzero first-order change acts non-trivially on some virtual orbital. -/
theorem exists_coupled_virtual {P X : Matrix n n ℂ} (h : IsDensityStep P X) (hX : X ≠ 0) :
    ∃ v : n → ℂ, P *ᵥ v = 0 ∧ X *ᵥ v ≠ 0 := by
  by_contra! hcon
  have hPQ : P * (1 - P) = 0 := by rw [mul_sub, mul_one, h.idem, sub_self]
  have hXQ : X * (1 - P) = 0 := by
    apply Matrix.toLin'.injective
    refine LinearMap.ext fun v => ?_
    rw [Matrix.toLin'_apply, Matrix.toLin'_apply, ← Matrix.mulVec_mulVec, Matrix.zero_mulVec]
    exact hcon _ (by rw [Matrix.mulVec_mulVec, hPQ, Matrix.zero_mulVec])
  have h1 : X = X * P := by
    rw [mul_sub, mul_one, sub_eq_zero] at hXQ
    exact hXQ
  have h2 : P * X = 0 := by
    have e := h.tangent
    rw [← h1] at e
    exact add_right_cancel (e.trans (zero_add X).symm)
  -- the adjoint of `P X = 0` is `X P = 0`
  have h3 : X * P = 0 := by
    have e := congrArg Matrix.conjTranspose h2
    rwa [Matrix.conjTranspose_mul, h.hermX.eq, h.hermP.eq, Matrix.conjTranspose_zero] at e
  exact hX (h1.trans h3)

/-- The linear step `P + X` is positive semidefinite exactly when the first-order change `X`
vanishes. -/
theorem posSemidef_iff_eq_zero {P X : Matrix n n ℂ} (h : IsDensityStep P X) :
    (P + X).PosSemidef ↔ X = 0 := by
  constructor
  · intro hpos
    by_contra hX
    obtain ⟨v, hv, hXv⟩ := exists_coupled_virtual h hX
    have h1 := hpos.dotProduct_mulVec_nonneg (v - X *ᵥ v)
    rw [virtual_expectation h hv] at h1
    have h2 : 0 ≤ star (X *ᵥ v) ⬝ᵥ (X *ᵥ v) := dotProduct_star_self_nonneg _
    exact hXv (dotProduct_star_self_eq_zero.mp (le_antisymm (neg_nonneg.mp h1) h2))
  · intro h0
    have e := Matrix.posSemidef_conjTranspose_mul_self P
    rw [h.hermP.eq, h.idem] at e
    rwa [h0, add_zero]

/-- For a nonzero first-order change `X`, neither the density `P + X` nor the hole density
`1 - P - X` is positive semidefinite. -/
theorem linear_step_violates_pauli_bounds {P X : Matrix n n ℂ} (h : IsDensityStep P X)
    (hX : X ≠ 0) : ¬ (P + X).PosSemidef ∧ ¬ (1 - P - X).PosSemidef := by
  refine ⟨fun hp => hX ((posSemidef_iff_eq_zero h).mp hp), fun hp => ?_⟩
  -- the upper bound is the lower bound for holes
  rw [sub_eq_add_neg (1 - P) X] at hp
  exact hX (neg_eq_zero.mp ((posSemidef_iff_eq_zero h.hole).mp hp))

/-- A Hermitian matrix that is not positive semidefinite has a negative eigenvalue. -/
theorem exists_neg_eigenvalue {A : Matrix n n ℂ} (hA : A.IsHermitian)
    (h : ¬ A.PosSemidef) :
    ∃ μ : ℝ, μ < 0 ∧ ∃ w : n → ℂ, w ≠ 0 ∧ A *ᵥ w = (μ : ℂ) • w := by
  rw [hA.posSemidef_iff_eigenvalues_nonneg] at h
  obtain ⟨j, hj⟩ : ∃ j, hA.eigenvalues j < 0 := by
    by_contra! hc
    exact h (fun j => hc j)
  refine ⟨hA.eigenvalues j, hj, (hA.eigenvectorBasis j).ofLp, ?_, ?_⟩
  · intro h0
    exact hA.eigenvectorBasis.orthonormal.ne_zero j (by ext i; exact congrFun h0 i)
  · refine (hA.mulVec_eigenvectorBasis j).trans ?_
    ext i
    simp

/-- For a nonzero first-order change `X`, the matrix `P + X` has a natural occupation number
(eigenvalue) below 0 and another one above 1. -/
theorem occupations_below_zero_and_above_one {P X : Matrix n n ℂ} (h : IsDensityStep P X)
    (hX : X ≠ 0) :
    (∃ μ : ℝ, μ < 0 ∧ ∃ w : n → ℂ, w ≠ 0 ∧ (P + X) *ᵥ w = (μ : ℂ) • w) ∧
    (∃ μ : ℝ, 1 < μ ∧ ∃ w : n → ℂ, w ≠ 0 ∧ (P + X) *ᵥ w = (μ : ℂ) • w) := by
  obtain ⟨h1, h2⟩ := linear_step_violates_pauli_bounds h hX
  have hD := h.hermP.add h.hermX
  refine ⟨exists_neg_eigenvalue hD h1, ?_⟩
  rw [sub_sub] at h2
  obtain ⟨μ, hμ, w, hw, e⟩ := exists_neg_eigenvalue (Matrix.isHermitian_one.sub hD) h2
  -- a hole occupation `μ < 0` is a particle occupation `1 - μ > 1`
  refine ⟨1 - μ, by linarith, w, hw, ?_⟩
  rw [Matrix.sub_mulVec, Matrix.one_mulVec] at e
  rw [Complex.ofReal_sub, Complex.ofReal_one, sub_smul, one_smul, ← e]
  exact (sub_sub_cancel _ _).symm

/-- A two-level system with one occupied orbital and a nonzero occupied-virtual coupling `z`
satisfies all the conditions on a density and its first-order change. -/
theorem isDensityStep_witness (z : ℂ) (hz : z ≠ 0) :
    IsDensityStep !![1, 0; 0, 0] !![0, z; star z, 0] ∧
      (!![0, z; star z, 0] : Matrix (Fin 2) (Fin 2) ℂ) ≠ 0 := by
  refine ⟨⟨?_, ?_, ?_, ?_⟩, fun h => hz (by simpa using congrFun (congrFun h 0) 1)⟩
  · refine Matrix.IsHermitian.ext fun i j => ?_
    fin_cases i <;> fin_cases j <;> simp
  · ext i j
    fin_cases i <;> fin_cases j <;> simp [Matrix.mul_apply, Fin.sum_univ_succ]
  · refine Matrix.IsHermitian.ext fun i j => ?_
    fin_cases i <;> fin_cases j <;> simp
  · ext i j
    fin_cases i <;> fin_cases j <;> simp

end LinearStepPauliBounds
```

```lean
#print axioms LinearStepPauliBounds.idempotency_defect
-- 'LinearStepPauliBounds.idempotency_defect' depends on axioms: [propext, Classical.choice, Quot.sound]
#print axioms LinearStepPauliBounds.occupations_below_zero_and_above_one
-- 'LinearStepPauliBounds.occupations_below_zero_and_above_one' depends on axioms: [propext, Classical.choice, Quot.sound]
```

### How the proof follows the derivation

The square is handled in `idempotency_defect` by `linear_combination`, which adds the equations `h.idem` and `h.tangent`. The option `noncomm_ring` checks the remaining algebra without letting $P$ and $X$ commute. The same method verifies the linearised condition for holes in `IsDensityStep.hole`.

The trial-vector calculation is `virtual_expectation`. Its local statement `key` is the linearised condition applied to an arbitrary vector. Using it on $v$ yields `hPy`, the statement that $Xv$ is occupied. Using it on $Xv$ yields `hPXy`, the statement that $X(Xv)$ is virtual. Then `hD` computes $(P+X)w$, and `hz` establishes the orthogonality that removes one of the two terms. The lemma `hermitian_move`, which transfers a Hermitian matrix across the inner product, supplies both that orthogonality and the final $\|Xv\|^2$.

The lemma `exists_coupled_virtual` argues by contradiction, as above. To obtain the matrix equation $X(1-P)=0$, it compares the two sides as linear maps, vector by vector. The steps `h1`, `h2` and `h3` are then $X=XP$, $PX=0$ and $XP=0$.

In `posSemidef_iff_eq_zero`, positivity is tested on $v-Xv$. The expectation value $-\|Xv\|^2$ would have to be nonnegative, which forces $Xv=0$ and contradicts the choice of $v$. For the converse, $X=0$ leaves $P=P^\dagger P$, which is positive semidefinite. The theorem on both bounds uses this equivalence twice, once for `h` and once for `h.hole`.

Finally, `exists_neg_eigenvalue` uses the spectral theorem: if all eigenvalues of a Hermitian matrix were nonnegative, the matrix would be positive semidefinite. The last part of `occupations_below_zero_and_above_one` converts a hole eigenvalue $\mu$ into the particle eigenvalue $1-\mu$.

### The linear step in a response calculation

For a static perturbation that leaves the basis functions unchanged, such as a uniform electric field, a coupled-perturbed Hartree–Fock or Kohn–Sham calculation produces first-order orbital coefficients, and from their occupied–virtual part one builds $X$. Let the columns of `C_occ` and `C_vir` be the occupied and virtual orbitals in an orthonormal basis, and let `U` contain the virtual–occupied response amplitudes, already multiplied by the perturbation strength. In NumPy the step is then:

```python
P = C_occ @ C_occ.conj().T
Y = C_vir @ U @ C_occ.conj().T
X = Y + Y.conj().T
occupations = np.linalg.eigvalsh(P + X)
```

For nonzero `U`, the exact spectrum has a value below 0 and another above 1. For very small amplitudes the excess is quadratic and can disappear into rounding error. In an atomic-orbital basis with overlap matrix $S$, the occupations are the eigenvalues of $S^{1/2}DS^{1/2}$, where $D$ is the extrapolated density in that basis.

None of this harms the first-order change of an expectation value, computed as $\mathrm{Tr}(XA)$ for a one-electron operator $A$, because there $X$ is used as a derivative. Nor does a starting guess that only serves to build the first Fock matrix need to satisfy the bounds. The violation matters when $P+X$ is itself treated as the density of a state: an energy evaluated from it, for example, is no longer guaranteed to lie at or above the minimum over determinants. Two ways to obtain an idempotent density are to replace the linear step by a unitary rotation that mixes occupied and virtual orbitals, or, for a sufficiently small step, to start from $M=P+X$ in the orthonormal basis and purify it by iterating $M\mapsto3M^2-2M^3$.
